# Conservation of total momentum in Ehrenfest dynamics with a shift-covariant Hermitian matrix Hamiltonian

If only the classical momenta are counted in a mixed quantum-classical simulation, their sum can drift although no external force acts, and the drift can look like an integration error. In Ehrenfest dynamics with a finite-dimensional, differentiable Hermitian Hamiltonian that is covariant under a common shift of the classical coordinates, the missing momentum is the quantum expectation value of the generator of that shift, and the total is constant.

```lean
import Mathlib

open Matrix
open Complex (I)

namespace EhrenfestMomentum

noncomputable section

attribute [local instance] Matrix.linftyOpNormedRing Matrix.linftyOpNormedAlgebra

variable {ι n : Type*} [Fintype ι] [DecidableEq ι] [Fintype n] [DecidableEq n]

/-- The expectation value `⟨ψ, A ψ⟩`, linear in the matrix `A`. -/
def expval (ψ : n → ℂ) : Matrix n n ℂ →ₗ[ℂ] ℂ where
  toFun A := star ψ ⬝ᵥ A *ᵥ ψ
  map_add' A B := by rw [Matrix.add_mulVec, dotProduct_add]
  map_smul' c A := by rw [Matrix.smul_mulVec, dotProduct_smul]; rfl

/-- The partial derivative `∂H/∂q_k` of a differentiable matrix family. -/
def partialH (H : (ι → ℝ) → Matrix n n ℂ) (q : ι → ℝ) (k : ι) : Matrix n n ℂ :=
  fderiv ℝ H q (Pi.single k 1)

/-- Shifting the classical coordinates by `s v` conjugates the Hamiltonian
by `exp(-isP)`. -/
def Covariant (H : (ι → ℝ) → Matrix n n ℂ) (v : ι → ℝ) (P : Matrix n n ℂ) : Prop :=
  ∀ (q : ι → ℝ) (s : ℝ), H (q + s • v) =
    NormedSpace.exp (s • ((-I) • P)) * H q * NormedSpace.exp (s • (I • P))

/-- Mixed quantum-classical motion: the Schrödinger equation `ψ' = -i H(q) ψ` and
the force law `p_k' = -⟨ψ, (∂H/∂q_k) ψ⟩` along a path `q(t)`. -/
structure IsEhrenfestMotion (H : (ι → ℝ) → Matrix n n ℂ) (q : ℝ → ι → ℝ)
    (ψ : ℝ → n → ℂ) (p : ℝ → ι → ℝ) : Prop where
  schrodinger : ∀ t, HasDerivAt ψ ((-I) • (H (q t) *ᵥ ψ t)) t
  force : ∀ t k, HasDerivAt (fun τ => (p τ k : ℂ)) (-expval (ψ t) (partialH H (q t) k)) t

/-- For a differentiable covariant Hamiltonian, the total force along the shift
direction `v` is `i ⟨ψ, (PH - HP) ψ⟩`. -/
theorem total_force {H : (ι → ℝ) → Matrix n n ℂ} {v : ι → ℝ} {P : Matrix n n ℂ}
    (hd : Differentiable ℝ H) (hcov : Covariant H v P) (q : ι → ℝ) (ψ : n → ℂ) :
    ∑ k, (v k : ℂ) * -expval ψ (partialH H q k) = I * expval ψ (P * H q - H q * P) := by
  -- the weighted partial derivatives add up to the derivative along `v`
  have hv : v = ∑ k, v k • (Pi.single k (1 : ℝ) : ι → ℝ) := by
    ext j
    simp [Finset.sum_apply, Pi.single_apply]
  have hsum : fderiv ℝ H q v = ∑ k, v k • partialH H q k := by
    conv_lhs => rw [hv, map_sum]
    simp only [map_smul, partialH]
  -- differentiate both sides of the covariance relation at `s = 0`
  have hl : HasDerivAt (fun s : ℝ => q + s • v) v 0 := by
    have h := ((hasDerivAt_id' (0 : ℝ)).smul_const v).const_add q
    rw [one_smul] at h
    exact h
  have hf : HasFDerivAt H (fderiv ℝ H q) (q + (0 : ℝ) • v) := by
    rw [zero_smul, add_zero]
    exact (hd q).hasFDerivAt
  have h1 : HasDerivAt (fun s : ℝ => H (q + s • v)) (fderiv ℝ H q v) 0 :=
    hf.comp_hasDerivAt (0 : ℝ) hl
  have h2 := ((hasDerivAt_exp_smul_const (𝕂 := ℝ) ((-I) • P) (0 : ℝ)).mul_const (H q)).mul
    (hasDerivAt_exp_smul_const (𝕂 := ℝ) (I • P) (0 : ℝ))
  have e := h1.unique (h2.congr_of_eventuallyEq (Filter.Eventually.of_forall (hcov q)))
  simp only [zero_smul, NormedSpace.exp_zero, one_mul, mul_one] at e
  have e' : fderiv ℝ H q v = (-I) • (P * H q - H q * P) := by
    rw [e, Matrix.smul_mul, Matrix.mul_smul]
    module
  have h3 := congrArg (expval ψ) (hsum.symm.trans e')
  simp only [map_sum, LinearMap.map_smul_of_tower, Complex.real_smul, smul_eq_mul] at h3
  simp only [mul_neg, Finset.sum_neg_distrib]
  linear_combination -h3

omit [DecidableEq n] in
/-- Ehrenfest's theorem: under `ψ' = -i H ψ` with Hermitian `H`, the expectation value
of a fixed matrix `A` changes at the rate `-i ⟨ψ, (AH - HA) ψ⟩`. -/
theorem ehrenfest {H : Matrix n n ℂ} (hH : H.IsHermitian) (A : Matrix n n ℂ)
    {ψ : ℝ → n → ℂ} {t : ℝ} (h : HasDerivAt ψ ((-I) • (H *ᵥ ψ t)) t) :
    HasDerivAt (fun τ => expval (ψ τ) A) (-I * expval (ψ t) (A * H - H * A)) t := by
  -- product rule for the sesquilinear form
  have key : ∀ φ : n → ℂ, HasDerivAt ψ φ t → HasDerivAt (fun τ => star (ψ τ) ⬝ᵥ A *ᵥ ψ τ)
      (star φ ⬝ᵥ A *ᵥ ψ t + star (ψ t) ⬝ᵥ A *ᵥ φ) t := by
    intro φ hφ
    have h1 := hasDerivAt_pi.1 hφ
    have h3 : ∀ i, HasDerivAt (fun τ => (A *ᵥ ψ τ) i) ((A *ᵥ φ) i) t := fun i => by
      simp only [Matrix.mulVec, dotProduct]
      exact HasDerivAt.fun_sum fun j _ => (h1 j).const_mul (A i j)
    simp only [dotProduct, ← Finset.sum_add_distrib]
    exact HasDerivAt.fun_sum fun i _ => (h1 i).star.fun_mul (h3 i)
  -- hermiticity moves `H` to the right-hand factor
  have hs : star (H *ᵥ ψ t) ⬝ᵥ A *ᵥ ψ t = star (ψ t) ⬝ᵥ (H * A) *ᵥ ψ t := by
    rw [Matrix.star_mulVec, hH.eq, ← Matrix.dotProduct_mulVec, Matrix.mulVec_mulVec]
  refine (key _ h).congr_deriv ?_
  change _ = -I * (star (ψ t) ⬝ᵥ (A * H - H * A) *ᵥ ψ t)
  simp only [star_smul, star_neg, Complex.star_def, Complex.conj_I, smul_dotProduct,
    dotProduct_smul, Matrix.mulVec_smul, Matrix.mulVec_mulVec, Matrix.sub_mulVec,
    dotProduct_sub, hs, smul_eq_mul]
  ring

/-- For a differentiable Hermitian Hamiltonian that is covariant under shifts along `v`
with generator `P`, Ehrenfest motion conserves `∑ v_k p_k + ⟨ψ, P ψ⟩`. -/
theorem momentum_along_conserved {H : (ι → ℝ) → Matrix n n ℂ} {v : ι → ℝ}
    {P : Matrix n n ℂ} (hd : Differentiable ℝ H) (hH : ∀ q, (H q).IsHermitian)
    (hcov : Covariant H v P) {q : ℝ → ι → ℝ} {ψ : ℝ → n → ℂ} {p : ℝ → ι → ℝ}
    (hm : IsEhrenfestMotion H q ψ p) (t₁ t₂ : ℝ) :
    ∑ k, (v k : ℂ) * p t₁ k + expval (ψ t₁) P =
      ∑ k, (v k : ℂ) * p t₂ k + expval (ψ t₂) P := by
  have h0 : ∀ t, HasDerivAt (fun τ => ∑ k, (v k : ℂ) * p τ k + expval (ψ τ) P) 0 t := by
    intro t
    have h1 := HasDerivAt.fun_sum (u := Finset.univ)
      fun k _ => (hm.force t k).const_mul (v k : ℂ)
    -- the classical and the quantum rate cancel
    refine (h1.fun_add (ehrenfest (hH (q t)) P (hm.schrodinger t))).congr_deriv ?_
    rw [total_force hd hcov]
    ring
  exact is_const_of_deriv_eq_zero (fun t => (h0 t).differentiableAt)
    (fun t => (h0 t).deriv) t₁ t₂

/-- For a differentiable Hermitian Hamiltonian that is covariant under a common shift of
all coordinates, Ehrenfest motion conserves the total momentum `∑ p_k + ⟨ψ, P ψ⟩`. -/
theorem total_momentum_conserved {H : (ι → ℝ) → Matrix n n ℂ} {P : Matrix n n ℂ}
    (hd : Differentiable ℝ H) (hH : ∀ q, (H q).IsHermitian) (hcov : Covariant H 1 P)
    {q : ℝ → ι → ℝ} {ψ : ℝ → n → ℂ} {p : ℝ → ι → ℝ}
    (hm : IsEhrenfestMotion H q ψ p) (t₁ t₂ : ℝ) :
    ∑ k, (p t₁ k : ℂ) + expval (ψ t₁) P = ∑ k, (p t₂ k : ℂ) + expval (ψ t₂) P := by
  simpa using momentum_along_conserved hd hH hcov hm t₁ t₂

/-- A two-level Hamiltonian of two coordinates: the coupling has phase `q₀`, and the
second level has energy `q₀ - q₁`. -/
def modelH (q : Fin 2 → ℝ) : Matrix (Fin 2) (Fin 2) ℂ :=
  Real.cos (q 0) • !![0, 1; 1, 0] + Real.sin (q 0) • !![0, -I; I, 0] +
    (q 0 - q 1) • !![0, 0; 0, 1]

/-- The derivative of the model Hamiltonian along a displacement `w`. -/
theorem modelH_hasFDerivAt (q : Fin 2 → ℝ) : DifferentiableAt ℝ modelH q ∧
    ∀ w, fderiv ℝ modelH q w = (-Real.sin (q 0) * w 0) • !![0, 1; 1, 0] +
      (Real.cos (q 0) * w 0) • !![0, -I; I, 0] + (w 0 - w 1) • !![0, 0; 0, 1] := by
  have h0 := hasFDerivAt_apply (𝕜 := ℝ) (0 : Fin 2) q
  have h1 := hasFDerivAt_apply (𝕜 := ℝ) (1 : Fin 2) q
  have h : HasFDerivAt modelH _ q :=
    ((h0.cos.smul_const (!![0, 1; 1, 0] : Matrix (Fin 2) (Fin 2) ℂ)).add
      (h0.sin.smul_const (!![0, -I; I, 0] : Matrix (Fin 2) (Fin 2) ℂ))).add
      ((h0.sub h1).smul_const (!![0, 0; 0, 1] : Matrix (Fin 2) (Fin 2) ℂ))
  exact ⟨h.differentiableAt, fun w => by rw [h.fderiv]; rfl⟩

/-- The model Hamiltonian is differentiable, Hermitian and covariant under a common shift
of both coordinates, with generator `P = diag(1, 0)`. -/
theorem modelH_witness : Differentiable ℝ modelH ∧ (∀ q, (modelH q).IsHermitian) ∧
    Covariant modelH 1 (Matrix.diagonal ![1, 0]) := by
  refine ⟨fun q => (modelH_hasFDerivAt q).1, fun q => ?_, fun q s => ?_⟩
  · refine Matrix.ext fun i j => ?_
    simp only [modelH]
    generalize Real.cos (q 0) = a
    generalize Real.sin (q 0) = b
    fin_cases i <;> fin_cases j <;> apply Complex.ext <;> simp
  · have hE : ∀ z : ℂ, NormedSpace.exp (s • (z • Matrix.diagonal (![1, 0] : Fin 2 → ℂ))) =
        !![Complex.exp (s * z), 0; 0, 1] := by
      intro z
      have hz : s • (z • Matrix.diagonal (![1, 0] : Fin 2 → ℂ)) =
          Matrix.diagonal ![s * z, 0] := by
        refine Matrix.ext fun i j => ?_
        fin_cases i <;> fin_cases j <;> simp
      rw [hz, Matrix.exp_diagonal]
      refine Matrix.ext fun i j => ?_
      fin_cases i <;> fin_cases j <;> simp [Pi.coe_exp, Complex.exp_eq_exp_ℂ]
    have e1 : Complex.exp (s * I) = (Real.cos s : ℂ) + Real.sin s * I := by
      rw [Complex.exp_mul_I, Complex.ofReal_cos, Complex.ofReal_sin]
    have e2 : Complex.exp (s * -I) = (Real.cos s : ℂ) - Real.sin s * I := by
      rw [mul_neg, ← neg_mul, Complex.exp_mul_I, Complex.cos_neg, Complex.sin_neg,
        Complex.ofReal_cos, Complex.ofReal_sin]
      ring
    rw [hE, hE, e1, e2]
    simp only [modelH, Pi.add_apply, Pi.smul_apply, Pi.one_apply, smul_eq_mul, mul_one,
      Real.cos_add, Real.sin_add, add_sub_add_right_eq_sub]
    generalize Real.cos (q 0) = a
    generalize Real.sin (q 0) = b
    generalize Real.cos s = c
    generalize Real.sin s = d
    refine Matrix.ext fun i j => ?_
    fin_cases i <;> fin_cases j <;> apply Complex.ext <;>
      simp [Matrix.mul_apply, Fin.sum_univ_two] <;> ring

/-- With the coordinates held at `q = 0`, the amplitudes `(cos t, -i sin t)` and the
momenta below form an Ehrenfest motion of the model, and `p₀ + p₁ = sin² t`. -/
theorem motion_witness :
    let p : ℝ → Fin 2 → ℝ := fun t =>
      ![Real.sin t ^ 2 - (t / 2 - Real.sin t * Real.cos t / 2),
        t / 2 - Real.sin t * Real.cos t / 2]
    IsEhrenfestMotion modelH (fun _ => 0)
      (fun t => ![(Real.cos t : ℂ), -I * (Real.sin t : ℂ)]) p ∧
      ∀ t, ∑ k, p t k = Real.sin t ^ 2 := by
  intro p
  refine ⟨⟨fun t => ?_, fun t => ?_⟩, fun t => by simp [p, Fin.sum_univ_two]⟩
  · refine hasDerivAt_pi.2 (Fin.forall_fin_two.2
      ⟨(Real.hasDerivAt_cos t).ofReal_comp.congr_deriv ?_,
        ((Real.hasDerivAt_sin t).ofReal_comp.const_mul (-I)).congr_deriv ?_⟩) <;>
    generalize Real.cos t = a <;> generalize Real.sin t = b <;>
    apply Complex.ext <;> simp [modelH]
  · have hs := Real.hasDerivAt_sin t
    have h1 : HasDerivAt (fun τ => τ / 2 - Real.sin τ * Real.cos τ / 2)
        (Real.sin t ^ 2) t :=
      (((hasDerivAt_id' t).div_const 2).fun_sub
        ((hs.fun_mul (Real.hasDerivAt_cos t)).div_const 2)).congr_deriv (by
          linear_combination (-1 / 2) * Real.sin_sq_add_cos_sq t)
    have h0 := (hs.fun_pow 2).fun_sub h1
    refine Fin.forall_fin_two.2
      ⟨h0.ofReal_comp.congr_deriv ?_, h1.ofReal_comp.congr_deriv ?_⟩ <;>
    rw [partialH, (modelH_hasFDerivAt _).2] <;>
    generalize Real.cos t = a <;> generalize Real.sin t = b <;>
    apply Complex.ext <;>
    simp [expval, Matrix.mulVec, dotProduct, Fin.sum_univ_two, pow_two]
    ring

end

end EhrenfestMomentum
```

```lean
#print axioms EhrenfestMomentum.total_momentum_conserved
```

```
'EhrenfestMomentum.total_momentum_conserved' depends on axioms: [propext, Classical.choice, Quot.sound]
```

## Momentum exchanged between nuclei and electrons

Consider nuclei with coordinates qₖ and momenta pₖ along one axis, and electrons described by amplitudes ψ. The electrons evolve under a Hamiltonian H(q) that depends on the nuclear positions and includes the repulsion between the nuclei as a multiple of the identity. The nuclei feel the mean force obtained from H(q). With ħ = 1 and ⟨A⟩ = ⟨ψ, Aψ⟩, the equations are

ψ′ = −i H(q) ψ

pₖ′ = −⟨∂ₖH(q)⟩

If all nuclei move by s, the electronic problem should be the same one, moved by s. With P as the generator of electronic translations, this reads

H(q + s(1,…,1)) = exp(−isP) H(q) exp(isP)

This covariance condition holds when there are no external fields, since then only relative positions of nuclei and electrons matter. If the qₖ are angles about a common axis, the same relation expresses rotational symmetry, and P is an angular momentum.

## Two rates that cancel

Let the shift have a general direction v, so that qₖ moves by s vₖ. Here v is a fixed vector of weights, not a velocity. Differentiate both sides of the covariance relation at s = 0. The chain rule acts on the left and the product rule on the right:

Σₖ vₖ ∂ₖH(q) = −iP H(q) + H(q) iP = −i(PH − HP)

Taking the expectation value and changing the sign gives the total classical force along v:

Σₖ vₖ pₖ′ = −Σₖ vₖ ⟨∂ₖH⟩ = i⟨PH − HP⟩

For the quantum part, let A be any fixed matrix. The product rule gives

d⟨A⟩/dt = ⟨−iHψ, Aψ⟩ + ⟨ψ, A(−iHψ)⟩

The inner product is antilinear in its first argument, so the first factor −i comes out as +i. Because H is Hermitian, it can be moved to the right-hand factor:

d⟨A⟩/dt = i⟨HA⟩ − i⟨AH⟩ = −i⟨AH − HA⟩

Set A = P and add the two rates:

d/dt (Σₖ vₖ pₖ + ⟨P⟩) = i⟨PH − HP⟩ − i⟨PH − HP⟩ = 0

A function on the real line whose derivative vanishes everywhere is constant. The choice v = (1,…,1) gives the total momentum Σₖ pₖ + ⟨P⟩ along the axis. If the qₖ are instead all Cartesian coordinates in three dimensions, weights of one on the x coordinates and zero on the others give the x component, with P the generator of electronic translations along x.

## What the theorems say in words

`total_momentum_conserved` says that, for any two times t₁ and t₂, the sum of the classical momenta plus `expval (ψ t) P` has the same value at both. `momentum_along_conserved` says the same for weights vₖ.

The finite type `ι` labels the classical coordinates and `n` labels the quantum basis states. `Covariant H v P` is the shift relation for every q and every real s; in `Covariant H 1 P`, the `1` is the vector with all entries one. `partialH` is the derivative of the matrix family along one coordinate. `IsEhrenfestMotion` collects the Schrödinger equation and the force law, required at all times.

The path q(t) is arbitrary. The usual relation between velocity and momentum, qₖ′ = pₖ/mₖ, may hold but is not used. The theorems concern given motions and don't assert that solutions exist. P need not be Hermitian either, though it is in the physical case, where ⟨P⟩ is real.

`expval` does not divide by ⟨ψ, ψ⟩, so it is the quantum mean for normalised ψ. If N = ⟨ψ, ψ⟩ is nonzero and differs from 1, the normalised mean is ⟨ψ, Pψ⟩/N; replacing ψ by ψ/√N in both equations gives the law with normalised forces.

Real molecules lie outside these hypotheses. Electrons in continuous space have unbounded operators H(q) and P on an infinite-dimensional space, whereas here both are finite matrices. The Coulomb repulsion of point nuclei is also singular where two nuclei coincide, whereas here H is differentiable at every q. Truncating the basis can also break the covariance relation, as it generally does for localised functions at fixed positions. A finite set of plane waves in a periodic cell keeps it, since a translation only multiplies each plane wave by a phase. In Ehrenfest simulations in a fixed finite basis, with a differentiable Hermitian matrix Hamiltonian that does satisfy it, Σₖ pₖ + ⟨P⟩ is the quantity to monitor, not Σₖ pₖ alone.

## From the derivation to the Lean proof

`total_force` is the first half of the derivation. The facts `hv` and `hsum` expand the derivative along v into weighted partial derivatives. `h1` is the chain rule for the left side of the covariance relation, and `h2` is the product rule for the two exponentials and H(q). Since a function has only one derivative at a point, `h1.unique` equates the results, and `e'` puts them in commutator form. Applying the linear map `expval ψ` turns this matrix identity into the force identity.

`ehrenfest` is the second half. It is the finite-matrix rate equation for a time-independent observable; the familiar equations for mean position and momentum in a potential would need operators on continuous space. Its step `key` is the product rule for ⟨ψ, Aψ⟩, and `hs` uses hermiticity to move H across the inner product.

In `momentum_along_conserved`, `h0` adds the two rates and obtains zero, and `is_const_of_deriv_eq_zero` concludes that the sum is constant. `total_momentum_conserved` is the case with all weights equal to one.

## A two-level system with numbers

The matrix `modelH` depends on two coordinates, q₀ and q₁. With the Pauli matrices σx and σy, it is

H(q) = cos q₀ σx + sin q₀ σy + (q₀ − q₁) diag(0, 1)

Its upper off-diagonal entry is exp(−iq₀). With P = diag(1, 0), conjugation by exp(−isP) multiplies this entry by exp(−is), exactly as a common shift by s does, while q₀ − q₁ stays the same. `modelH_witness` proves this covariance together with differentiability and hermiticity, using the derivative formula in `modelH_hasFDerivAt`.

`motion_witness` holds both coordinates at zero, as for infinitely heavy particles. Then H = σx, and ψ = (cos t, −i sin t) solves the Schrödinger equation. The partial derivatives are ∂₀H = σy + diag(0, 1) and ∂₁H = −diag(0, 1). Since ⟨σy⟩ = −2 sin t cos t and ⟨diag(0, 1)⟩ = sin²t, the forces are

p₀′ = 2 sin t cos t − sin²t

p₁′ = sin²t

Starting from zero momenta, integration gives p₁ = t/2 − (sin t cos t)/2 and p₀ = sin²t − p₁. At t = π/4,

p₁ = π/8 − 1/4 ≈ 0.143

p₀ ≈ 0.500 − 0.143 = 0.357

The classical sum has grown from 0 to 0.5, while ⟨P⟩ = cos²t has fallen from 1 to 0.5. The total is 1 at both times.

## Loss of amplitude can break the law

Hermiticity of H(q) cannot be weakened to normality, meaning that H(q) commutes with its adjoint. Take one classical coordinate, the constant matrix H(q) = diag(−i, 0) and P = diag(1, 0). H is normal and commutes with P, so the covariance relation holds, and the force is zero. Starting from ψ = (1, 1)/√2, the motion is

ψ(t) = (exp(−t), 1)/√2

⟨ψ, Pψ⟩ = exp(−2t)/2

The classical momentum stays fixed while the quantum term decays, so their sum changes. Normalising does not help: the mean is then exp(−2t)/(1 + exp(−2t)), which also falls from 1/2 towards 0. An absorbing potential, which removes amplitude in a similar way, likewise takes a simulation out of the reach of the theorem.
